# Normalised Dirac 1s radial spinors of two point nuclei overlap by less than one exactly when the charges differ

Q: A hydrogen-like ion undergoes beta decay. Its nuclear charge jumps from $Z$ to $Y$, and the emitted electron leaves so fast that the bound one has no time to respond. In the sudden approximation, the amplitude for finding it in the new 1s state is the overlap of the old and new 1s states. You have a closed form for $0<Z,Y<c$ in atomic units, where $c$ is the speed of light. Which states do you put in?

A: The point-nucleus ones. Let $g=\sqrt{1-Z^2/c^2}$ and
$$u(r)=\frac{(2Z)^{g+1/2}}{\sqrt{\Gamma(2g+1)}}\,r^g e^{-Zr}.$$
The large and small radial components are $P=a\,u$ and $Q=-b\,u$, with $a=\sqrt{(1+g)/2}$ and $b=\sqrt{(1-g)/2}$.

Q: Show me that they solve the Dirac equation.

A: For the relativistic angular quantum number $\kappa=-1$, which labels the $s_{1/2}$ states, and energy $E=c^2g$, rest energy included, the equations are
$$c\,(P'-P/r)=(E+Z/r+c^2)\,Q,\qquad c\,(Q'+Q/r)=-(E+Z/r-c^2)\,P.$$
Since $u'=(g/r-Z)u$, comparing the $1/r$ terms and the constant terms leaves only two conditions, the same two for both equations:
$$bZ=c(1-g)a,\qquad aZ=c(1+g)b.$$
Now $2ab=\sqrt{1-g^2}=Z/c$, so $Z=2abc$. Multiplying by $b$ and using $2b^2=1-g$ gives the first condition. Multiplying by $a$ and using $2a^2=1+g$ gives the second.

Q: And the overlap?

A: Let $h=\sqrt{1-Y^2/c^2}$, and let $v$ be the profile for $Y$ and $h$. Both components carry the same profile, so the overlap is $A\,S$, where
$$A=\frac{\sqrt{(1+g)(1+h)}+\sqrt{(1-g)(1-h)}}{2},\qquad S=\int_0^\infty uv\,dr.$$
The integrand of $S$ is a constant times $r^{g+h}e^{-(Z+Y)r}$, and the Gamma integral gives
$$S=\frac{\Gamma(g+h+1)(2Z)^{g+1/2}(2Y)^{h+1/2}}{\sqrt{\Gamma(2g+1)\Gamma(2h+1)}\,(Z+Y)^{g+h+1}}.$$
For $Z=Y$ this is 1, so each profile is normalised.

Q: Why is the product below 1 when the charges differ?

A: Integrating $2uv\le u^2+v^2$ gives $2S\le 1+1$, so $S\le1$. The arithmetic-geometric mean inequality gives
$$\sqrt{(1+g)(1+h)}\le\frac{2+g+h}{2},\qquad \sqrt{(1-g)(1-h)}\le\frac{2-g-h}{2}.$$
The first is strict if $g\ne h$, and then $A<1$. If $g=h$, then $Z^2=Y^2$, so $Z=Y$ because both are positive. Different charges therefore give $AS\le A<1$. For equal charges, $A=((1+g)+(1-g))/2=1$ and $S=1$.

Q: Now the formal version. I suspect that the physics gets lost in the definitions.

A: They follow the formulas above. Charges and $c$ are real numbers, and `gam c Z` is $g$.

```lean
import Mathlib

open MeasureTheory Set

namespace DiracSuddenCharge

noncomputable section

/-- The exponent `√(1 - Z²/c²)` of the Dirac 1s state, for `0 < Z < c`. -/
def gam (c Z : ℝ) : ℝ := √(1 - Z ^ 2 / c ^ 2)
```

The profile takes its exponent and charge as independent arguments, which are tied together only when `gam` is inserted.

```lean
/-- The radial profile `r^g exp(-Z r)` with its normalisation constant, for `g ≥ 0`, `Z > 0`. -/
def rad (g Z r : ℝ) : ℝ :=
  (2 * Z) ^ (g + 1 / 2) / √(Real.Gamma (2 * g + 1)) * r ^ g * Real.exp (-(Z * r))

/-- Overlap of two radial profiles, for exponents `g, h ≥ 0` and charges `Z, Y > 0`. -/
def radOverlap (g h Z Y : ℝ) : ℝ := ∫ r in Ioi (0 : ℝ), rad g Z r * rad h Y r

/-- Large radial component of the Dirac 1s state, for `0 < Z < c`. -/
def large (c Z r : ℝ) : ℝ := √((1 + gam c Z) / 2) * rad (gam c Z) Z r

/-- Small radial component of the Dirac 1s state, for `0 < Z < c`. -/
def small (c Z r : ℝ) : ℝ := -√((1 - gam c Z) / 2) * rad (gam c Z) Z r

/-- Overlap of the Dirac 1s radial spinors of the charges `Z` and `Y`, for `0 < Z, Y < c`. -/
def overlap (c Z Y : ℝ) : ℝ :=
  ∫ r in Ioi (0 : ℝ), (large c Z r * large c Y r + small c Z r * small c Y r)
```

Q: `overlap` is an integral over $r$ alone. Where are the angles and the spin?

A: They are taken to be the same normalised spin-angular functions before and after the jump, with the same projection of the total angular momentum, so they contribute a factor of one. The measure is $dr$ because $P$ and $Q$ already contain the factor $r$ of the radial reduction.

Q: Then what does the main theorem, `dirac_overlap`, say?

A: It takes $0<Z<c$ and $0<Y<c$, with `g` and `h` equal to the two square roots. It concludes that `overlap c Z Y` equals $AS$ in closed form, and that `overlap c Z Y < 1 ↔ Z ≠ Y`. The bound $Z<c$ is the physical limit of this model: for a stronger point charge the exponent $\sqrt{1-Z^2/c^2}$ becomes imaginary and this bound state is lost.

Q: There is no time evolution in that.

A: No. The sudden approximation is the physical reading of the integral. The model also has one electron, a point nucleus and no recoil or radiative corrections. Within those limits, the square of the overlap is the probability of remaining in 1s, and the closed form can serve as a reference value for a radial Dirac code.

Q: Could you have modelled it with actual four-component wavefunctions?

A: Yes, as vectors in $L^2(\mathbb R^3,\mathbb C^4)$, with the overlap as their inner product. The angular factor would then have to be calculated, and opposite projections of the total angular momentum would give zero even for equal charges. The radial version fixes equal projections from the start.

Q: Take me through the proof, beginning with the states.

A: The first two lemmas give $0\le g\le1$ and $g^2=1-Z^2/c^2$. The third is the product rule for $u'=(g/r-Z)u$.

```lean
/-- The exponent of the 1s state lies between zero and one. -/
lemma gam_mem (c Z : ℝ) : 0 ≤ gam c Z ∧ gam c Z ≤ 1 := by
  have h : 0 ≤ Z ^ 2 / c ^ 2 := by positivity
  exact ⟨Real.sqrt_nonneg _, Real.sqrt_le_iff.2 ⟨zero_le_one, by linarith⟩⟩

/-- For `0 < Z < c` the squared exponent is `1 - Z²/c²`. -/
lemma gam_sq {c Z : ℝ} (hZ : 0 < Z) (hc : Z < c) : gam c Z ^ 2 = 1 - Z ^ 2 / c ^ 2 := by
  have h0 : 0 < c := hZ.trans hc
  refine Real.sq_sqrt ?_
  rw [sub_nonneg, div_le_one (by positivity)]
  nlinarith

/-- At `r > 0` the derivative of the radial profile is `g / r - Z` times the profile. -/
lemma rad_deriv (g Z : ℝ) {r : ℝ} (hr : 0 < r) :
    HasDerivAt (rad g Z) ((g / r - Z) * rad g Z r) r := by
  have h1 : HasDerivAt (fun x : ℝ => -(Z * x)) (-Z) r :=
    ((hasDerivAt_id' r).const_mul Z).fun_neg.congr_deriv (by ring)
  have h2 : HasDerivAt (fun x : ℝ => x ^ g) (g * r ^ (g - 1)) r :=
    Real.hasDerivAt_rpow_const (Or.inl hr.ne')
  refine ((h2.const_mul ((2 * Z) ^ (g + 1 / 2) / √(Real.Gamma (2 * g + 1)))).fun_mul
    h1.exp).congr_deriv ?_
  rw [Real.rpow_sub_one hr.ne']
  unfold rad
  ring
```

The next theorem is the check you asked for. In it, `hab` is $2abc=Z$, proved by comparing squares, and `hA` and `hB` are the two amplitude conditions. Each final `linear_combination` assembles one Dirac equation from them.

```lean
/-- For `0 < Z < c` and `r > 0` the components solve the radial Dirac equations with `κ = -1` in
the potential `-Z/r`, at the energy `c² √(1 - Z²/c²)` (rest energy included). -/
theorem dirac_equation {c Z r : ℝ} (hZ : 0 < Z) (hc : Z < c) (hr : 0 < r) :
    c * (deriv (large c Z) r - large c Z r / r) =
      (c ^ 2 * gam c Z + Z / r + c ^ 2) * small c Z r ∧
    c * (deriv (small c Z) r + small c Z r / r) =
      -(c ^ 2 * gam c Z + Z / r - c ^ 2) * large c Z r := by
  have h0 : 0 < c := hZ.trans hc
  have hg := gam_sq hZ hc
  have hq : Z ^ 2 / c ^ 2 * c ^ 2 = Z ^ 2 := div_mul_cancel₀ _ (pow_ne_zero 2 h0.ne')
  generalize Z ^ 2 / c ^ 2 = q at hg hq
  have ha := Real.mul_self_sqrt (show 0 ≤ (1 + gam c Z) / 2 by linarith [(gam_mem c Z).1])
  have hb := Real.mul_self_sqrt (show 0 ≤ (1 - gam c Z) / 2 by linarith [(gam_mem c Z).2])
  have ha0 := Real.sqrt_nonneg ((1 + gam c Z) / 2)
  have hb0 := Real.sqrt_nonneg ((1 - gam c Z) / 2)
  have hP : HasDerivAt (large c Z) _ r :=
    (rad_deriv (gam c Z) Z hr).const_mul (√((1 + gam c Z) / 2))
  have hQ : HasDerivAt (small c Z) _ r :=
    (rad_deriv (gam c Z) Z hr).const_mul (-√((1 - gam c Z) / 2))
  rw [hP.deriv, hQ.deriv]
  clear hP hQ
  unfold large small
  set g := gam c Z
  set a := √((1 + g) / 2)
  set b := √((1 - g) / 2)
  -- the two amplitudes are tied to the charge
  have hab : 2 * a * b * c = Z := by
    refine (sq_eq_sq₀ (by positivity) hZ.le).1 ?_
    linear_combination 4 * c ^ 2 * b ^ 2 * ha + 2 * c ^ 2 * (1 + g) * hb - c ^ 2 * hg + hq
  have hA : b * Z = c * (1 - g) * a := by linear_combination -b * hab + 2 * a * c * hb
  have hB : a * Z = c * (1 + g) * b := by linear_combination -a * hab + 2 * b * c * ha
  constructor
  · linear_combination (rad g Z r / r) * hA - c * rad g Z r * hB
  · linear_combination (rad g Z r / r) * hB + c * rad g Z r * hA
```

Q: Does that make it the ground state?

A: It makes it a solution at the energy $c^2g$. Calling it 1s relies on the known Dirac-Coulomb spectrum, since no Hamiltonian operator is constructed here.

Q: What happens if I drop $Z<c$ from this theorem?

A: Take $c=1$ and $Z=2$. Lean's square root of a negative number is 0, so $g=0$ and $a=b$. Dividing the first equation by $-a\,u$ leaves $1/r+2=2/r+1$, which holds only at $r=1$. So the equations do not hold for every positive $Z$ at fixed $c$. The borderline $Z=c$ still satisfies them.

Q: Next, the Gamma integral.

A: In `radOverlap_eq`, the step `hc` collects the powers and exponentials into one integrand, and `hI` is Mathlib's Gamma integral. Setting both exponents and both charges equal then gives normalisation.

```lean
/-- Closed form of the profile overlap for exponents `g, h ≥ 0` and charges `Z, Y > 0`. -/
theorem radOverlap_eq {g h Z Y : ℝ} (hg : 0 ≤ g) (hh : 0 ≤ h) (hZ : 0 < Z) (hY : 0 < Y) :
    radOverlap g h Z Y =
      Real.Gamma (g + h + 1) * (2 * Z) ^ (g + 1 / 2) * (2 * Y) ^ (h + 1 / 2) /
        (√(Real.Gamma (2 * g + 1) * Real.Gamma (2 * h + 1)) * (Z + Y) ^ (g + h + 1)) := by
  have hI := Real.integral_rpow_mul_exp_neg_mul_Ioi
    (show 0 < g + h + 1 by linarith) (show 0 < Z + Y by linarith)
  have hG : 0 < Real.Gamma (2 * g + 1) := Real.Gamma_pos_of_pos (by linarith)
  -- collect the powers and exponentials into one Gamma integrand
  have hc : radOverlap g h Z Y =
      ∫ r in Ioi (0 : ℝ), ((2 * Z) ^ (g + 1 / 2) / √(Real.Gamma (2 * g + 1)) *
        ((2 * Y) ^ (h + 1 / 2) / √(Real.Gamma (2 * h + 1)))) *
        (r ^ (g + h + 1 - 1) * Real.exp (-((Z + Y) * r))) := by
    unfold radOverlap
    refine setIntegral_congr_fun measurableSet_Ioi (fun r hr => ?_)
    have hr' : 0 < r := hr
    rw [show g + h + 1 - 1 = g + h by ring, Real.rpow_add hr',
      show -((Z + Y) * r) = -(Z * r) + -(Y * r) by ring, Real.exp_add]
    unfold rad
    ring
  rw [hc, integral_const_mul, hI, Real.sqrt_mul hG.le, one_div (Z + Y),
    Real.inv_rpow (show 0 ≤ Z + Y by linarith)]
  ring

/-- The profile with exponent `g ≥ 0` and charge `Z > 0` is normalised. -/
theorem rad_norm {g Z : ℝ} (hg : 0 ≤ g) (hZ : 0 < Z) : radOverlap g g Z Z = 1 := by
  have hG : 0 < Real.Gamma (2 * g + 1) := Real.Gamma_pos_of_pos (by linarith)
  have h2 : 0 < 2 * Z := by linarith
  rw [radOverlap_eq hg hg hZ hZ, Real.sqrt_mul_self hG.le, mul_assoc, ← Real.rpow_add h2,
    show g + 1 / 2 + (g + 1 / 2) = 2 * g + 1 by ring, show g + g + 1 = 2 * g + 1 by ring,
    show Z + Z = 2 * Z by ring]
  exact div_self (mul_pos hG (Real.rpow_pos_of_pos h2 _)).ne'
```

Q: To integrate $2uv\le u^2+v^2$ you need all three products to be integrable.

A: That is the role of `int` in the next proof. The closed form is positive, and `integral_undef` lets a non-zero integral certify that its integrand is integrable. Then `key` integrates the inequality, and normalisation turns the right-hand side into 2.

```lean
/-- Profiles with exponents `g, h ≥ 0` and charges `Z, Y > 0` overlap by at most one. -/
theorem radOverlap_le_one {g h Z Y : ℝ} (hg : 0 ≤ g) (hh : 0 ≤ h) (hZ : 0 < Z) (hY : 0 < Y) :
    radOverlap g h Z Y ≤ 1 := by
  have pos : 0 < radOverlap g h Z Y := by
    rw [radOverlap_eq hg hh hZ hY]
    have h1 : 0 < Real.Gamma (g + h + 1) := Real.Gamma_pos_of_pos (by linarith)
    have h2 : 0 < Real.Gamma (2 * g + 1) := Real.Gamma_pos_of_pos (by linarith)
    have h3 : 0 < Real.Gamma (2 * h + 1) := Real.Gamma_pos_of_pos (by linarith)
    positivity
  -- a non-zero integral certifies integrability
  have int : ∀ g h Z Y : ℝ, 0 < radOverlap g h Z Y →
      Integrable (fun r => rad g Z r * rad h Y r) (volume.restrict (Ioi 0)) :=
    fun _ _ _ _ hp => by_contra fun hn => hp.ne' (integral_undef hn)
  have i0 := int g h Z Y pos
  have i1 := int g g Z Z (by rw [rad_norm hg hZ]; exact one_pos)
  have i2 := int h h Y Y (by rw [rad_norm hh hY]; exact one_pos)
  -- integrate 2uv ≤ u² + v²
  have key : ∫ r in Ioi (0 : ℝ), 2 * (rad g Z r * rad h Y r) ≤
      ∫ r in Ioi (0 : ℝ), (rad g Z r * rad g Z r + rad h Y r * rad h Y r) :=
    integral_mono (i0.const_mul 2) (i1.add i2) (fun r => by
      dsimp
      nlinarith [sq_nonneg (rad g Z r - rad h Y r)])
  rw [integral_const_mul, integral_add i1 i2] at key
  change 2 * radOverlap g h Z Y ≤ radOverlap g g Z Z + radOverlap h h Y Y at key
  rw [rad_norm hg hZ, rad_norm hh hY] at key
  linarith
```

Q: Where do the large and small components come back in?

A: In the factorisation. The lemma `sqrt_half_mul` combines the amplitudes, for instance $\sqrt{(1+g)/2}\,\sqrt{(1+h)/2}=\sqrt{(1+g)(1+h)}/2$. Then `overlap_factor` takes $A$ out of the integral. With equal charges and `rad_norm`, it also shows that the spinor itself has norm one.

```lean
lemma sqrt_half_mul {x y : ℝ} (hx : 0 ≤ x) (hy : 0 ≤ y) :
    √(x / 2) * √(y / 2) = √(x * y) / 2 := by
  rw [← Real.sqrt_mul (by positivity), show x / 2 * (y / 2) = x * y / 2 ^ 2 by ring,
    Real.sqrt_div (mul_nonneg hx hy), Real.sqrt_sq (by norm_num)]

/-- The spinor overlap is an amplitude factor times the overlap of the radial profiles. -/
theorem overlap_factor (c Z Y : ℝ) : overlap c Z Y =
    (√((1 + gam c Z) * (1 + gam c Y)) + √((1 - gam c Z) * (1 - gam c Y))) / 2 *
      radOverlap (gam c Z) (gam c Y) Z Y := by
  have h1 := sqrt_half_mul (show 0 ≤ 1 + gam c Z by linarith [(gam_mem c Z).1])
    (show 0 ≤ 1 + gam c Y by linarith [(gam_mem c Y).1])
  have h2 := sqrt_half_mul (sub_nonneg.2 (gam_mem c Z).2) (sub_nonneg.2 (gam_mem c Y).2)
  rw [overlap, radOverlap, ← integral_const_mul]
  congr 1
  funext r
  unfold large small
  linear_combination rad (gam c Z) Z r * rad (gam c Y) Y r * (h1 + h2)
```

Q: And the equivalence?

A: The closed form comes from substituting `radOverlap_eq` into the factorisation. For the forward direction, `rintro hlt rfl` assumes an overlap below 1 together with $Z=Y$. Both factors then reduce to 1, which is a contradiction. For the converse, `hgh` shows $g\ne h$ by comparing squared exponents, `s1` is the strict mean inequality and `s2` the weak one. The last line is $AS\le A<1$.

```lean
/-- For `0 < Z, Y < c` the overlap of the normalised Dirac 1s radial spinors has the closed form
below, and it is below one exactly when the two nuclear charges differ. -/
theorem dirac_overlap {c Z Y g h : ℝ} (hZ : 0 < Z) (hZc : Z < c) (hY : 0 < Y) (hYc : Y < c)
    (hg : g = √(1 - Z ^ 2 / c ^ 2)) (hh : h = √(1 - Y ^ 2 / c ^ 2)) :
    overlap c Z Y = (√((1 + g) * (1 + h)) + √((1 - g) * (1 - h))) / 2 *
      (Real.Gamma (g + h + 1) * (2 * Z) ^ (g + 1 / 2) * (2 * Y) ^ (h + 1 / 2) /
        (√(Real.Gamma (2 * g + 1) * Real.Gamma (2 * h + 1)) * (Z + Y) ^ (g + h + 1))) ∧
    (overlap c Z Y < 1 ↔ Z ≠ Y) := by
  have hg' : g = gam c Z := hg
  have hh' : h = gam c Y := hh
  obtain ⟨g0, g1⟩ := gam_mem c Z
  obtain ⟨h0, h1⟩ := gam_mem c Y
  refine ⟨by rw [overlap_factor, radOverlap_eq g0 h0 hZ hY, hg', hh'], ?_, ?_⟩
  · -- equal charges give overlap one
    rintro hlt rfl
    rw [overlap_factor, rad_norm g0 hZ, Real.sqrt_mul_self (by linarith),
      Real.sqrt_mul_self (sub_nonneg.2 g1)] at hlt
    linarith
  · intro hne
    -- different charges have different exponents
    have hgh : gam c Z - gam c Y ≠ 0 := by
      intro he
      have e := gam_sq hZ hZc
      rw [sub_eq_zero.1 he, gam_sq hY hYc] at e
      have h2 : Z ^ 2 = Y ^ 2 :=
        (div_left_inj' (pow_ne_zero 2 (hZ.trans hZc).ne')).1 (by linarith)
      exact hne ((sq_eq_sq₀ hZ.le hY.le).1 h2)
    have hp : 0 < (gam c Z - gam c Y) ^ 2 := by positivity
    -- the amplitude factor is then strictly below one
    have s1 : √((1 + gam c Z) * (1 + gam c Y)) < (2 + gam c Z + gam c Y) / 2 :=
      (Real.sqrt_lt' (by linarith)).2 (by nlinarith)
    have s2 : √((1 - gam c Z) * (1 - gam c Y)) ≤ (2 - gam c Z - gam c Y) / 2 :=
      Real.sqrt_le_iff.2 ⟨by linarith, by nlinarith⟩
    rw [overlap_factor]
    exact (mul_le_of_le_one_right (by positivity)
      (radOverlap_le_one g0 h0 hZ hY)).trans_lt (by linarith)

end

end DiracSuddenCharge
```

```lean
#print axioms DiracSuddenCharge.dirac_equation
#print axioms DiracSuddenCharge.dirac_overlap
```

```
'DiracSuddenCharge.dirac_equation' depends on axioms: [propext, Classical.choice, Quot.sound]
'DiracSuddenCharge.dirac_overlap' depends on axioms: [propext, Classical.choice, Quot.sound]
```

Q: So strictness comes from the amplitudes, although the radial profiles change as well?

A: In this proof, yes. The profiles are only shown to overlap by at most one, and that is enough, because a change of charge always changes how the norm is shared between the large and small components. The size of the reduction is another matter. As $c\to\infty$ at fixed charges, $A$ tends to 1 while $S$ tends to $\bigl(2\sqrt{ZY}/(Z+Y)\bigr)^3$, which is below 1 for different charges. For light ions the profiles therefore account for nearly all of it.
